# After a linear force ramp, a harmonic oscillator initially at rest in equilibrium is free of ringing exactly when the ramp lasted a whole number of periods

An undamped oscillator of unit mass and angular frequency $w>0$ starts at rest at the origin. A force grows linearly from zero to $F>0$ during a time $T>0$ and then stays constant, so the position $x$ obeys

$$x'' + w^2x = F\min(t/T,1),\qquad x(0)=x'(0)=0 .$$

For $t\ge T$ the oscillator moves harmonically about the static response $F/w^2$, the displacement at which the restoring force balances $F$. The amplitude is

$$A=\frac{2F\,|\sin(wT/2)|}{w^3T},$$

and it vanishes if and only if $T$ is a positive whole number of periods $2\pi/w$.

In a real-time simulation that starts at rest in mechanical equilibrium, a static field may be ramped on linearly. For a single undamped mode with linear response, $A$ is then the amplitude of the oscillation left after the ramp, where $x$ is the mode coordinate scaled to unit mass and $F$ is the force of the final field on it. The mean position of a quantum harmonic oscillator of unit mass under a uniform force obeys the same equation of motion, and it also meets the initial conditions if the oscillator starts in its ground state.

## Superposing two growing forces

For $t\ge0$ the ramp is the force $Ft/T$ switched on at time $0$, minus the delayed force $F(t-T)/T$ switched on at time $T$. The response from rest to $Ft/T$ is

$$y(t)=\frac{F}{w^2T}\Big(t-\frac{\sin wt}{w}\Big).$$

Indeed $y(0)=0$, $y'(t)=\frac{F}{w^2T}(1-\cos wt)$ vanishes at $t=0$, and $y''=\frac{F}{wT}\sin wt$, so that $y''+w^2y=Ft/T$.

For $t\ge T$ both forces act, and $x(t)=y(t)-y(t-T)$ gives

$$x(t)=\frac{F}{w^2}-\frac{F}{w^3T}\big[\sin wt-\sin w(t-T)\big].$$

The two phases lie $wT/2$ above and below $w(t-T/2)$, so the bracket equals $2\sin(wT/2)\cos(w(t-T/2))$ and

$$x(t)=\frac{F}{w^2}-\frac{2F\sin(wT/2)}{w^3T}\cos\big(w(t-T/2)\big).$$

No other motion is possible. The difference $d$ of two solutions satisfies $d''=-w^2d$, so $(d'^2+w^2d^2)'=2d'(d''+w^2d)=0$. This quantity is zero at the start and therefore always, which forces $d=0$.

The cosine takes the values $\pm1$ at arbitrarily late times, so the extreme positions after the ramp are $F/w^2\pm A$. Finally, $A=0$ means $\sin(wT/2)=0$, that is $wT/2=n\pi$ with $n$ an integer, and $n\ge1$ because $wT>0$.

## Half-period and full-period ramps

Take $w=F=1$, so that the period is $2\pi$ and the static response is $1$. For $T=\pi$ the amplitude is $A=2/\pi\approx0.637$, and after the ramp $x(t)=1-\frac2\pi\sin t$ swings between about $0.363$ and $1.637$. For $T=2\pi$ we have $\sin(wT/2)=\sin\pi=0$, and the oscillator stays at $1$.

The second result needs zero initial velocity. With $x'(0)=1$ instead, the term $\sin t$ is added to the motion, and after the same full-period ramp $x(t)=1+\sin t$ still rings.

## The driven trajectory in Lean

```lean
import Mathlib

open Set

namespace RampedOscillator

noncomputable section
```

A trajectory is a pair of real functions, position `x` and velocity `v`. The predicate `IsRampDriven` collects the initial conditions and the two first-order equations of motion. Derivatives are taken within `Ici 0`, the half-line $t\ge0$: they are one-sided at $t=0$ and ordinary afterwards, and nothing is required at negative times. No solution formula is assumed. The model has one mode, no damping and an exactly linear ramp.

```lean
/-- Position `x` and velocity `v` of an oscillator of unit mass and frequency `w`, at rest at the
origin at time zero, under a force that grows linearly to `F` during the ramp time `T > 0` and then
stays constant. -/
structure IsRampDriven (w F T : ℝ) (x v : ℝ → ℝ) : Prop where
  x_zero : x 0 = 0
  v_zero : v 0 = 0
  vel : ∀ t, 0 ≤ t → HasDerivWithinAt x (v t) (Ici 0) t
  newton : ∀ t, 0 ≤ t →
    HasDerivWithinAt v (F * min (t / T) 1 - w ^ 2 * x t) (Ici 0) t
```

The amplitude $A$ is called `ringing`.

```lean
/-- The ringing amplitude `2F|sin(wT/2)|/(w³T)`, for `w, F, T > 0`. -/
def ringing (w F T : ℝ) : ℝ := 2 * F * |Real.sin (w * T / 2)| / (w ^ 3 * T)
```

The next two definitions are $y(t)-y(t-T)$ and its velocity. Replacing $t$ by `max t 0` keeps each response at zero until its force is switched on.

```lean
/-- The response to a linearly growing force switched on at time `0`, minus the same response
delayed by `T`, for `w` and `T` nonzero. -/
def rampMotion (w F T t : ℝ) : ℝ :=
  F / (w ^ 2 * T) * ((max t 0 - Real.sin (w * max t 0) / w)
    - (max (t - T) 0 - Real.sin (w * max (t - T) 0) / w))

/-- The velocity belonging to `rampMotion`, for `w` and `T` nonzero. -/
def rampVelocity (w F T t : ℝ) : ℝ :=
  F / (w ^ 2 * T) * ((1 - Real.cos (w * max t 0)) - (1 - Real.cos (w * max (t - T) 0)))
```

## Existence and uniqueness of the motion

Freezing a function before time zero could produce a kink there. This lemma shows that none appears if the derivative `g'` vanishes at $0$. Away from zero the function agrees locally with a constant or with `g`; at zero, the left and right derivatives are both zero and are joined.

```lean
/-- If a differentiable motion `g` has zero velocity at time zero, then the motion obtained by
freezing it at `g 0` before time zero is differentiable at all times, the switching time included.
-/
theorem hasDerivAt_switchOn {g g' : ℝ → ℝ} (hg : ∀ s, HasDerivAt g (g' s) s)
    (h0 : g' 0 = 0) (t : ℝ) :
    HasDerivAt (fun s => g (max s 0)) (g' (max t 0)) t := by
  rcases lt_trichotomy t 0 with h | h | h
  · rw [max_eq_right h.le, h0]
    refine (hasDerivAt_const t (g 0)).congr_of_eventuallyEq ?_
    filter_upwards [Iio_mem_nhds h] with s hs
    exact congrArg g (max_eq_right (mem_Iio.mp hs).le)
  · -- at the switching time the two one-sided derivatives agree
    subst h
    have hl : HasDerivWithinAt (fun s => g (max s 0)) 0 (Iic 0) 0 :=
      (hasDerivWithinAt_const (0 : ℝ) (Iic 0) (g 0)).congr
        (fun s hs => congrArg g (max_eq_right (mem_Iic.mp hs))) (congrArg g (max_self 0))
    have hg0 : HasDerivAt g 0 0 := (hg 0).congr_deriv h0
    have hr : HasDerivWithinAt (fun s => g (max s 0)) 0 (Ici 0) 0 :=
      (hg0.hasDerivWithinAt (s := Ici 0)).congr
        (fun s hs => congrArg g (max_eq_left (mem_Ici.mp hs))) (congrArg g (max_self 0))
    have hu := hl.union hr
    rw [Iic_union_Ici, hasDerivWithinAt_univ] at hu
    rw [max_self, h0]
    exact hu
  · rw [max_eq_left h.le]
    refine (hg t).congr_of_eventuallyEq ?_
    filter_upwards [Ioi_mem_nhds h] with s hs
    exact congrArg g (max_eq_left (mem_Ioi.mp hs).le)
```

The lemma is applied to $s-\sin(ws)/w$ in `k1` and to $1-\cos(ws)$ in `k2`, whose derivatives both vanish at $0$. The step `hf` writes the ramp as a difference of two growing forces, and the closing algebra checks the equation of motion. Hence a solution exists.

```lean
/-- For `w, T > 0` the explicit motion `rampMotion` solves the equation of motion of the ramped
oscillator and starts from rest at the origin. -/
theorem rampMotion_solves {w F T : ℝ} (hw : 0 < w) (hT : 0 < T) :
    IsRampDriven w F T (rampMotion w F T) (rampVelocity w F T) := by
  have hw0 := hw.ne'
  have hT0 := hT.ne'
  have hm : ∀ s : ℝ, HasDerivAt (fun s : ℝ => w * s) w s := fun s => by
    simpa using (hasDerivAt_id' s).const_mul w
  have h1 : ∀ s : ℝ, HasDerivAt (fun s => s - Real.sin (w * s) / w)
      (1 - Real.cos (w * s)) s := fun s =>
    ((hasDerivAt_id' s).fun_sub ((hm s).sin.div_const w)).congr_deriv
      (by rw [mul_div_cancel_right₀ _ hw0])
  have h2 : ∀ s : ℝ, HasDerivAt (fun s => 1 - Real.cos (w * s))
      (w * Real.sin (w * s)) s := fun s =>
    ((hm s).cos.const_sub 1).congr_deriv (by ring)
  have k1 : ∀ t : ℝ, HasDerivAt (fun s => max s 0 - Real.sin (w * max s 0) / w)
      (1 - Real.cos (w * max t 0)) t := hasDerivAt_switchOn h1 (by simp)
  have k2 : ∀ t : ℝ, HasDerivAt (fun s => 1 - Real.cos (w * max s 0))
      (w * Real.sin (w * max t 0)) t := hasDerivAt_switchOn h2 (by simp)
  refine ⟨?_, ?_, fun t _ => ?_, fun t ht => ?_⟩
  · simp [rampMotion, hT.le]
  · simp [rampVelocity, hT.le]
  · exact (((k1 t).fun_sub (HasDerivAt.comp_sub_const t T (k1 (t - T)))).const_mul
      (F / (w ^ 2 * T))).hasDerivWithinAt
  · -- the ramp is a difference of two linearly growing forces
    have hf : min (t / T) 1 = (max t 0 - max (t - T) 0) / T := by
      rcases le_total t T with h | h
      · rw [min_eq_left ((div_le_one hT).2 h), max_eq_left ht,
          max_eq_right (by linarith), sub_zero]
      · rw [min_eq_right ((one_le_div hT).2 h), max_eq_left ht,
          max_eq_left (by linarith), eq_div_iff hT0]
        ring
    refine HasDerivAt.hasDerivWithinAt (HasDerivAt.congr_deriv
      (((k2 t).fun_sub (HasDerivAt.comp_sub_const t T (k2 (t - T)))).const_mul
        (F / (w ^ 2 * T))) ?_)
    rw [hf]
    unfold rampMotion
    generalize Real.sin (w * max t 0) = p
    generalize Real.sin (w * max (t - T) 0) = q
    field_simp
    ring
```

Uniqueness follows the energy argument. `hE` states that $d'^2+w^2d^2$ has derivative zero, and `hc` that it keeps its initial value. Since the kinetic part is nonnegative, $w^2d^2$ must be zero.

```lean
/-- For `w > 0` any two solutions of `IsRampDriven` with the same parameters have the same position
at every time `t ≥ 0`. -/
theorem ramp_unique {w F T : ℝ} {x v y u : ℝ → ℝ} (hw : 0 < w)
    (h1 : IsRampDriven w F T x v) (h2 : IsRampDriven w F T y u) {t : ℝ} (ht : 0 ≤ t) :
    x t = y t := by
  -- the energy of the difference is conserved
  have hE : ∀ s, 0 ≤ s → HasDerivWithinAt (fun s => (v s - u s) * (v s - u s)
      + w ^ 2 * ((x s - y s) * (x s - y s))) 0 (Ici 0) s := fun s hs => by
    have ha := (h1.newton s hs).fun_sub (h2.newton s hs)
    have hb := (h1.vel s hs).fun_sub (h2.vel s hs)
    exact ((ha.fun_mul ha).fun_add ((hb.fun_mul hb).const_mul (w ^ 2))).congr_deriv (by ring)
  have hc := constant_of_has_deriv_right_zero (a := 0) (b := t)
    (fun s hs => (hE s hs.1).continuousWithinAt.mono Icc_subset_Ici_self)
    (fun s hs => (hE s hs.1).mono (Ici_subset_Ici.2 hs.1)) t ⟨ht, le_rfl⟩
  simp only [h1.x_zero, h1.v_zero, h2.x_zero, h2.v_zero] at hc
  have h0 : w ^ 2 * (x t - y t) ^ 2 = 0 :=
    le_antisymm (by nlinarith [mul_self_nonneg (v t - u t)]) (by positivity)
  have h3 := (mul_eq_zero.1 h0).resolve_left (pow_pos hw 2).ne'
  exact sub_eq_zero.1 ((pow_eq_zero_iff two_ne_zero).1 h3)
```

## Motion after the ramp

Any trajectory satisfying `IsRampDriven` can now be replaced by the explicit one. The identity `e` is the sum-to-product step.

```lean
/-- For `w, T > 0`, once the ramp is over the oscillator moves harmonically with frequency `w`
about the static response `F/w²`. -/
theorem after_ramp {w F T : ℝ} {x v : ℝ → ℝ} (hw : 0 < w) (hT : 0 < T)
    (h : IsRampDriven w F T x v) {t : ℝ} (ht : T ≤ t) :
    x t = F / w ^ 2
      - 2 * F * Real.sin (w * T / 2) / (w ^ 3 * T) * Real.cos (w * (t - T / 2)) := by
  have e : Real.sin (w * t) = Real.sin (w * (t - T))
      + 2 * Real.sin (w * T / 2) * Real.cos (w * (t - T / 2)) := by
    have e1 : w * t = w * (t - T / 2) + w * T / 2 := by ring
    have e2 : w * (t - T) = w * (t - T / 2) - w * T / 2 := by ring
    rw [e1, e2, Real.sin_add, Real.sin_sub]
    ring
  rw [ramp_unique hw h (rampMotion_solves hw hT) (hT.le.trans ht)]
  unfold rampMotion
  rw [max_eq_left (hT.le.trans ht), max_eq_left (sub_nonneg.2 ht), e]
  generalize Real.sin (w * (t - T)) = p
  generalize Real.sin (w * T / 2) = q
  generalize Real.cos (w * (t - T / 2)) = r
  field_simp
  ring
```

The set `x '' Ici T` contains all positions reached at times $t\ge T$. `IsGreatest` and `IsLeast` say that the stated values bound this set and are attained. In the proof, `c` is the signed coefficient of the cosine, with $|c|=A$. The step `key` shows that every phase $\theta\ge wT$ occurs after the ramp, at time $\theta/w+T/2$. The phases $2\pi n$ and $2\pi n+\pi$, for large enough $n$, then give both extremes, and `abs_choice` treats the two signs of `c`.

```lean
/-- For `w, F, T > 0` the largest and smallest positions reached after the ramp are the static
response `F/w²` plus and minus the amplitude `2F|sin(wT/2)|/(w³T)`. -/
theorem ringing_extremes {w F T : ℝ} {x v : ℝ → ℝ} (hw : 0 < w) (hF : 0 < F) (hT : 0 < T)
    (h : IsRampDriven w F T x v) :
    IsGreatest (x '' Ici T) (F / w ^ 2 + ringing w F T) ∧
      IsLeast (x '' Ici T) (F / w ^ 2 - ringing w F T) := by
  have hx := fun (t : ℝ) (ht : T ≤ t) => after_ramp hw hT h ht
  have hA : |2 * F * Real.sin (w * T / 2) / (w ^ 3 * T)| = ringing w F T := by
    rw [abs_div, abs_mul, abs_of_pos (by positivity : 0 < 2 * F),
      abs_of_pos (by positivity : 0 < w ^ 3 * T), ringing]
  generalize 2 * F * Real.sin (w * T / 2) / (w ^ 3 * T) = c at hx hA
  rw [← hA]
  have hb : ∀ t, |c * Real.cos (w * (t - T / 2))| ≤ |c| := fun t => by
    rw [abs_mul]
    exact mul_le_of_le_one_right (abs_nonneg _) (Real.abs_cos_le_one _)
  -- any phase beyond `w T` is reached after the ramp
  have key : ∀ θ, w * T ≤ θ → F / w ^ 2 - c * Real.cos θ ∈ x '' Ici T := fun θ hθ => by
    have h1 : T ≤ θ / w := by
      rw [le_div_iff₀ hw]
      linarith
    have h2 : T ≤ θ / w + T / 2 := by linarith
    refine ⟨θ / w + T / 2, h2, ?_⟩
    rw [hx _ h2, add_sub_cancel_right, mul_div_cancel₀ _ hw.ne']
  obtain ⟨n, hn⟩ := exists_nat_ge (w * T)
  have hn' : w * T ≤ n * (2 * Real.pi) := by
    nlinarith [Real.pi_gt_three, (Nat.cast_nonneg n : (0 : ℝ) ≤ n)]
  have m1 := key _ hn'
  have m2 := key (n * (2 * Real.pi) + Real.pi) (by linarith [Real.pi_pos])
  rw [Real.cos_nat_mul_two_pi, mul_one] at m1
  rw [Real.cos_add_pi, Real.cos_nat_mul_two_pi, mul_neg, mul_one, sub_neg_eq_add] at m2
  refine ⟨⟨?_, ?_⟩, ⟨?_, ?_⟩⟩
  · rcases abs_choice c with hc | hc <;> rw [hc]
    · exact m2
    · exact m1
  · rintro _ ⟨t, ht, rfl⟩
    rw [hx t ht]
    linarith [(abs_le.1 (hb t)).1]
  · rcases abs_choice c with hc | hc <;> rw [hc]
    · exact m1
    · rw [sub_neg_eq_add]
      exact m2
  · rintro _ ⟨t, ht, rfl⟩
    rw [hx t ht]
    linarith [(abs_le.1 (hb t)).2]
```

Two bounds hold for every ramp time. From $|\sin s|<s$ at $s=wT/2$ the amplitude is strictly below the static response, so the oscillator never returns to the origin after the ramp. From $|\sin s|\le1$ it is at most $2F/(w^3T)$, which falls off as $1/T$.

```lean
/-- For `w, F, T > 0` the ringing amplitude is smaller than the static response `F/w²`, and it is
at most `2F/(w³T)`. -/
theorem ringing_bounds {w F T : ℝ} (hw : 0 < w) (hF : 0 < F) (hT : 0 < T) :
    ringing w F T < F / w ^ 2 ∧ ringing w F T ≤ 2 * F / (w ^ 3 * T) := by
  have hy : 0 < w * T / 2 := by positivity
  have hs : |Real.sin (w * T / 2)| < w * T / 2 := by
    refine abs_lt.2 ⟨?_, Real.sin_lt hy⟩
    rcases le_or_gt (w * T / 2) 1 with h | h
    · linarith [Real.sin_pos_of_pos_of_le_one hy h]
    · linarith [Real.neg_one_le_sin (w * T / 2)]
  have hd : 0 < w ^ 3 * T := by positivity
  unfold ringing
  constructor
  · have e : F / w ^ 2 = 2 * F * (w * T / 2) / (w ^ 3 * T) := by
      field_simp
    rw [e]
    exact div_lt_div_of_pos_right (mul_lt_mul_of_pos_left hs (by positivity)) hd
  · exact div_le_div_of_nonneg_right
      (mul_le_of_le_one_right (by positivity) (Real.abs_sin_le_one _)) hd.le
```

## Ramps of whole periods

The last theorem is the whole-period criterion. If the oscillator rests at $F/w^2$, its largest position equals $F/w^2$, so `ringing` is zero and $wT/2=k\pi$ for an integer $k$; positivity of $wT$ makes $k$ a positive natural number. Conversely, $T=n(2\pi/w)$ turns the sine in `after_ramp` into $\sin n\pi=0$.

```lean
/-- For `w, F, T > 0` the oscillator rests at its static response `F/w²` after the ramp if and
only if the ramp time is a positive whole number of periods `2π/w`. -/
theorem no_ringing_iff {w F T : ℝ} {x v : ℝ → ℝ} (hw : 0 < w) (hF : 0 < F) (hT : 0 < T)
    (h : IsRampDriven w F T x v) :
    (∀ t, T ≤ t → x t = F / w ^ 2) ↔ ∃ n : ℕ, 0 < n ∧ T = n * (2 * Real.pi / w) := by
  constructor
  · intro hrest
    -- the largest position equals the static one, so the amplitude is zero
    obtain ⟨t, ht, hxt⟩ := (ringing_extremes hw hF hT h).1.1
    rw [hrest t ht] at hxt
    have h0 : ringing w F T = 0 := by linarith
    have hd : w ^ 3 * T ≠ 0 := by positivity
    have hF2 : 2 * F ≠ 0 := by positivity
    have hs : Real.sin (w * T / 2) = 0 :=
      abs_eq_zero.1 ((mul_eq_zero.1 ((div_eq_zero_iff.1 h0).resolve_right hd)).resolve_left hF2)
    obtain ⟨k, hk⟩ := Real.sin_eq_zero_iff.1 hs
    have hwT := mul_pos hw hT
    have hkpos : (0 : ℝ) < k := by
      by_contra hneg
      have := mul_nonpos_of_nonpos_of_nonneg (not_lt.1 hneg) Real.pi_pos.le
      linarith
    have hk0 : 0 < k := by exact_mod_cast hkpos
    obtain ⟨n, rfl⟩ := Int.eq_ofNat_of_zero_le hk0.le
    refine ⟨n, by exact_mod_cast hk0, ?_⟩
    rw [Int.cast_natCast] at hk
    rw [← mul_div_assoc, eq_div_iff hw.ne']
    linarith
  · rintro ⟨n, _, hn⟩ t ht
    have e : w * T / 2 = n * Real.pi := by
      rw [hn]
      field_simp
    rw [after_ramp hw hT h ht, e, Real.sin_nat_mul_pi]
    simp

end

end RampedOscillator
```

```lean
#print axioms RampedOscillator.ringing_bounds
#print axioms RampedOscillator.no_ringing_iff
```

```
'RampedOscillator.ringing_bounds' depends on axioms: [propext, Classical.choice, Quot.sound]
'RampedOscillator.no_ringing_iff' depends on axioms: [propext, Classical.choice, Quot.sound]
```
